# An integer matrix with a primitive m-th root of unity as eigenvalue has dimension at least φ(m)

A lattice operation is represented here by its square integer matrix $A$ in a lattice basis, with no metric and no orthogonality condition. A complex number $z$ is an eigenvalue of $A$ if $Av=zv$ for some nonzero complex vector $v$. Let $n$ be the dimension and $\varphi$ Euler's function. If an eigenvalue $z$ of $A$ is a primitive $m$-th root of unity, meaning that $m\ge 1$ is the smallest positive power with $z^m=1$, then

$$\varphi(m)\le n .$$

If $A$ itself has prime order $p$, then $p\le n+1$. Order five therefore needs $n\ge4$, and an explicit matrix attains this.

## Checking rotations in a symmetry finder

A proper rotation through $2\pi/m$ has the eigenvalue $e^{2\pi i/m}$. For an exactly periodic three-dimensional crystal, a symmetry routine can therefore reject any candidate rotation whose fold is not 1, 2, 3, 4 or 6. A single molecule in the crystal may have a five-fold axis, but the crystal as a whole does not.

## From the characteristic polynomial to the bound

A nonzero solution of $(z1-A)v=0$ exists exactly when $\chi_A(z)=\det(z1-A)=0$. The polynomial $\chi_A$ is monic of degree $n$ with integer coefficients. The cyclotomic polynomial $\Phi_m$ is the minimal polynomial of $z$ and has degree $\varphi(m)$. Hence $\Phi_m$ divides $\chi_A$, and comparing degrees gives $\varphi(m)\le n$.

**Three dimensions.** Now $\varphi(m)\le3$. If a prime power $q=p^k$ with $k\ge1$ divides $m$, then $\varphi(q)$ divides $\varphi(m)$, so $\varphi(q)\le3$. Since $\varphi(q)=q(1-1/p)\ge q/2$, we get $q\le6$, and $\varphi(5)=4$ excludes 5. Thus $q$ is 2, 3 or 4, and $m$ divides 12. As $\varphi(12)=4$, only $m=1,2,3,4,6$ remain.

**Prime-power order.** Let $A$ have order $N=p^{k+1}$, with $k\ge0$. If $\Phi_N$ did not divide $\chi_A$ over $\mathbb Q$, irreducibility of $\Phi_N$ would give rational polynomials with $u\Phi_N+v\chi_A=1$. By Cayley–Hamilton $\chi_A(A)=0$, so $u(A)\Phi_N(A)=1$. But

$$\Phi_N(A)\,(A^{p^k}-1)=A^N-1=0 .$$

Multiplying by $u(A)$ gives $A^{p^k}=1$, which contradicts the order. So $\Phi_N$ divides $\chi_A$, every primitive $N$-th root is an eigenvalue, and $\varphi(N)\le n$. For $k=0$ this reads $p-1\le n$.

**Order five.** Let $C$ send $e_1\to e_2\to e_3\to e_4\to e_5$, where $e_5=-(e_1+e_2+e_3+e_4)$. Then $Ce_5=-(e_2+e_3+e_4+e_5)=e_1$, so $C^5=1$ while $C\ne1$. Since 5 is prime, the order is 5. By the previous argument $\Phi_5$ divides $\chi_C$. Both are monic of degree 4, so $\chi_C=1+x+x^2+x^3+x^4$.

## The Lean file

```lean
import Mathlib

open Polynomial Matrix

namespace CrystallographicRestriction

variable {ι : Type*} [Fintype ι] [DecidableEq ι]

/-- The integer matrix `A`, acting on complex vectors, has a nonzero eigenvector with
eigenvalue `z`. -/
def HasComplexEigenvalue (A : Matrix ι ι ℤ) (z : ℂ) : Prop :=
  ∃ v : ι → ℂ, v ≠ 0 ∧ A.map (Int.castRingHom ℂ) *ᵥ v = z • v

/-- The complex eigenvalues of an integer matrix are the roots of its integer
characteristic polynomial. -/
theorem hasComplexEigenvalue_iff (A : Matrix ι ι ℤ) (z : ℂ) :
    HasComplexEigenvalue A z ↔ aeval z A.charpoly = 0 := by
  have key : aeval z A.charpoly
      = (Matrix.scalar ι z - A.map (Int.castRingHom ℂ)).det := by
    rw [← Matrix.eval_charpoly, Matrix.charpoly_map, Polynomial.eval_map,
      Polynomial.aeval_def, algebraMap_int_eq]
  have h : ∀ v : ι → ℂ, (Matrix.scalar ι z - A.map (Int.castRingHom ℂ)) *ᵥ v
      = z • v - A.map (Int.castRingHom ℂ) *ᵥ v := by
    intro v
    rw [Matrix.sub_mulVec]
    congr 1
    ext i
    simp [Matrix.scalar_apply, Matrix.mulVec_diagonal]
  rw [key, ← Matrix.exists_mulVec_eq_zero_iff]
  constructor
  · rintro ⟨v, hv, e⟩
    exact ⟨v, hv, by rw [h, e, sub_self]⟩
  · rintro ⟨v, hv, e⟩
    exact ⟨v, hv, (sub_eq_zero.mp ((h v).symm.trans e)).symm⟩

/-- If a primitive `m`-th root of unity is an eigenvalue of an integer matrix, the `m`-th
cyclotomic polynomial divides the characteristic polynomial. -/
theorem cyclotomic_dvd_charpoly {A : Matrix ι ι ℤ} {m : ℕ} {z : ℂ} (hm : 0 < m)
    (hz : IsPrimitiveRoot z m) (h : HasComplexEigenvalue A z) :
    cyclotomic m ℤ ∣ A.charpoly := by
  rw [cyclotomic_eq_minpoly hz hm]
  exact minpoly.isIntegrallyClosed_dvd (hz.isIntegral hm) ((hasComplexEigenvalue_iff A z).mp h)

/-- An integer matrix with a primitive `m`-th root of unity as complex eigenvalue
acts in dimension at least `φ(m)`. -/
theorem totient_le_dimension {A : Matrix ι ι ℤ} {m : ℕ} {z : ℂ}
    (hz : IsPrimitiveRoot z m) (h : HasComplexEigenvalue A z) :
    m.totient ≤ Fintype.card ι := by
  rcases Nat.eq_zero_or_pos m with rfl | hm
  · simp
  calc m.totient = (cyclotomic m ℤ).natDegree := (natDegree_cyclotomic m ℤ).symm
    _ ≤ A.charpoly.natDegree :=
        natDegree_le_of_dvd (cyclotomic_dvd_charpoly hm hz h) A.charpoly_monic.ne_zero
    _ = Fintype.card ι := A.charpoly_natDegree_eq_dim

/-- Crystallographic restriction in space: if an integer 3 by 3 matrix has a primitive `m`-th
root of unity as eigenvalue, with `m` positive, then `m` is 1, 2, 3, 4 or 6. -/
theorem three_dimensional_restriction {A : Matrix (Fin 3) (Fin 3) ℤ} {m : ℕ} {z : ℂ}
    (hm : 0 < m) (hz : IsPrimitiveRoot z m) (h : HasComplexEigenvalue A z) :
    m = 1 ∨ m = 2 ∨ m = 3 ∨ m = 4 ∨ m = 6 := by
  have ht : m.totient ≤ 3 := by simpa using totient_le_dimension hz h
  -- every prime power dividing m is at most 6 and different from 5
  have h12 : m ∣ 12 := by
    rw [Nat.dvd_iff_prime_pow_dvd_dvd]
    intro p k hp hd
    have hq : (p ^ k).totient ≤ 3 :=
      (Nat.le_of_dvd (Nat.totient_pos.mpr hm) (Nat.totient_dvd_of_dvd hd)).trans ht
    have hb : p ^ k ≤ 2 * (p ^ k).totient := by
      cases k with
      | zero => simp
      | succ k =>
        rw [Nat.totient_prime_pow_succ hp, pow_succ]
        have h2 : p ≤ 2 * (p - 1) := by
          have := hp.two_le
          omega
        calc p ^ k * p ≤ p ^ k * (2 * (p - 1)) := Nat.mul_le_mul_left _ h2
          _ = 2 * (p ^ k * (p - 1)) := by ring
    have hpos : 0 < p ^ k := pow_pos hp.pos k
    generalize p ^ k = q at hq hb hpos
    have h6 : q ≤ 6 := by omega
    have h5 : q ≠ 5 := by
      rintro rfl
      exact absurd hq (by decide)
    interval_cases q <;> omega
  have hle : m ≤ 12 := Nat.le_of_dvd (by norm_num) h12
  have hne : m ≠ 12 := by
    rintro rfl
    exact absurd ht (by decide)
  clear hz ht
  interval_cases m <;> omega

/-- If an integer matrix has prime-power order `p^(k+1)`, every primitive root of unity of that
order is one of its eigenvalues. -/
theorem eigenvalue_of_prime_power_order {A : Matrix ι ι ℤ} {p k : ℕ} {z : ℂ}
    (hp : p.Prime) (hA : orderOf A = p ^ (k + 1)) (hz : IsPrimitiveRoot z (p ^ (k + 1))) :
    HasComplexEigenvalue A z := by
  have : Fact p.Prime := ⟨hp⟩
  have hpos : 0 < p ^ (k + 1) := pow_pos hp.pos _
  let f : Matrix ι ι ℤ →+* Matrix ι ι ℚ := (Int.castRingHom ℚ).mapMatrix
  have hinj : Function.Injective f := by
    intro M N h
    ext i j
    have hij := congrArg (fun B : Matrix ι ι ℚ => B i j) h
    exact Int.cast_injective (α := ℚ) hij
  have hB : f A ^ (p ^ (k + 1)) = 1 := by
    rw [← map_pow, ← hA, pow_orderOf_eq_one, map_one]
  have hne : f A ^ (p ^ k) ≠ 1 := by
    intro h
    have h1 : A ^ (p ^ k) = 1 := hinj (by rw [map_pow, h, map_one])
    have h2 := orderOf_dvd_of_pow_eq_one h1
    rw [hA] at h2
    exact absurd (Nat.le_of_dvd (pow_pos hp.pos k) h2)
      (not_le_of_gt (Nat.pow_lt_pow_right hp.one_lt (Nat.lt_succ_self k)))
  -- coprimality with the characteristic polynomial would force a smaller order
  have hdvd : cyclotomic (p ^ (k + 1)) ℚ ∣ (f A).charpoly := by
    by_contra hnd
    obtain ⟨u, v, huv⟩ := ((cyclotomic.irreducible_rat hpos).coprime_iff_not_dvd).mpr hnd
    have h1 := congrArg (aeval (f A)) huv
    simp only [map_add, map_mul, Matrix.aeval_self_charpoly, mul_zero, add_zero,
      map_one] at h1
    have h2 := congrArg (aeval (f A)) (cyclotomic_prime_pow_mul_X_pow_sub_one ℚ p k)
    simp only [map_mul, map_sub, map_pow, aeval_X, map_one, hB, sub_self] at h2
    apply hne
    rw [← sub_eq_zero]
    calc f A ^ (p ^ k) - 1
        = (aeval (f A) u * aeval (f A) (cyclotomic (p ^ (k + 1)) ℚ))
            * (f A ^ (p ^ k) - 1) := by rw [h1, one_mul]
      _ = 0 := by rw [mul_assoc, h2, mul_zero]
  have hroot : aeval z (cyclotomic (p ^ (k + 1)) ℚ) = 0 := by
    rw [aeval_def, eval₂_eq_eval_map, map_cyclotomic]
    exact hz.isRoot_cyclotomic hpos
  have hc : (f A).charpoly = A.charpoly.map (algebraMap ℤ ℚ) := A.charpoly_map _
  obtain ⟨q, hq⟩ := hdvd
  rw [hasComplexEigenvalue_iff, ← aeval_map_algebraMap ℚ, ← hc, hq, map_mul, hroot, zero_mul]

/-- An integer matrix of prime-power order `p^(k+1)` acts in dimension at least
`φ(p^(k+1))`. -/
theorem prime_power_order_bound {A : Matrix ι ι ℤ} {p k : ℕ} (hp : p.Prime)
    (hA : orderOf A = p ^ (k + 1)) : (p ^ (k + 1)).totient ≤ Fintype.card ι := by
  have hz := Complex.isPrimitiveRoot_exp (p ^ (k + 1)) (pow_pos hp.pos _).ne'
  exact totient_le_dimension hz (eigenvalue_of_prime_power_order hp hA hz)

/-- An integer matrix of prime order `p` acts in dimension `n` with `p ≤ n + 1`. -/
theorem prime_order_bound {A : Matrix ι ι ℤ} {p : ℕ} (hp : p.Prime)
    (hA : orderOf A = p) : p ≤ Fintype.card ι + 1 := by
  have h := prime_power_order_bound (k := 0) hp (by simpa using hA)
  rw [zero_add, pow_one, Nat.totient_prime hp] at h
  omega

/-- The integer 4 by 4 matrix sending each basis vector to the next, and the last one to minus
the sum of all four. -/
def fiveFold : Matrix (Fin 4) (Fin 4) ℤ :=
  !![0, 0, 0, -1; 1, 0, 0, -1; 0, 1, 0, -1; 0, 0, 1, -1]

/-- The matrix `fiveFold` has order exactly five. -/
theorem orderOf_fiveFold : orderOf fiveFold = 5 := by
  have : Fact (Nat.Prime 5) := ⟨by norm_num⟩
  have h2 : fiveFold * fiveFold
      = !![0, 0, -1, 1; 0, 0, -1, 0; 1, 0, -1, 0; 0, 1, -1, 0] := by decide
  have h5 : (!![0, 0, -1, 1; 0, 0, -1, 0; 1, 0, -1, 0; 0, 1, -1, 0] : Matrix (Fin 4) (Fin 4) ℤ)
      * !![0, 0, -1, 1; 0, 0, -1, 0; 1, 0, -1, 0; 0, 1, -1, 0] * fiveFold = 1 := by decide
  apply orderOf_eq_prime
  · calc fiveFold ^ 5 = (fiveFold * fiveFold) * (fiveFold * fiveFold) * fiveFold := by
          noncomm_ring
      _ = 1 := by rw [h2, h5]
  · decide

/-- The characteristic polynomial of `fiveFold` is `1 + x + x² + x³ + x⁴`. -/
theorem charpoly_fiveFold : fiveFold.charpoly = 1 + X + X ^ 2 + X ^ 3 + X ^ 4 := by
  have : Fact (Nat.Prime 5) := ⟨by norm_num⟩
  have hz := Complex.isPrimitiveRoot_exp 5 (by norm_num)
  have he := eigenvalue_of_prime_power_order (A := fiveFold) (p := 5) (k := 0)
    (by norm_num) (by simpa using orderOf_fiveFold) (by simpa using hz)
  -- a monic divisor of full degree is the whole polynomial
  have h : fiveFold.charpoly = cyclotomic 5 ℤ := by
    apply eq_of_monic_of_dvd_of_natDegree_le (cyclotomic.monic 5 ℤ) fiveFold.charpoly_monic
      (cyclotomic_dvd_charpoly (by norm_num) hz he)
    rw [Matrix.charpoly_natDegree_eq_dim, natDegree_cyclotomic,
      Nat.totient_prime (by norm_num), Fintype.card_fin]
  rw [h, cyclotomic_prime]
  simp [Finset.sum_range_succ]

/-- Four is the least dimension in which an integer matrix of order five exists. -/
theorem least_dimension_order_five :
    IsLeast {n : ℕ | ∃ A : Matrix (Fin n) (Fin n) ℤ, orderOf A = 5} 4 := by
  refine ⟨⟨fiveFold, orderOf_fiveFold⟩, ?_⟩
  rintro n ⟨A, hA⟩
  have h := prime_order_bound (by norm_num) hA
  rw [Fintype.card_fin] at h
  omega

end CrystallographicRestriction
```

```lean
#print axioms CrystallographicRestriction.totient_le_dimension
#print axioms CrystallographicRestriction.three_dimensional_restriction
#print axioms CrystallographicRestriction.charpoly_fiveFold
#print axioms CrystallographicRestriction.least_dimension_order_five
```

```
'CrystallographicRestriction.totient_le_dimension' depends on axioms: [propext, Classical.choice, Quot.sound]
'CrystallographicRestriction.three_dimensional_restriction' depends on axioms: [propext, Classical.choice, Quot.sound]
'CrystallographicRestriction.charpoly_fiveFold' depends on axioms: [propext, Classical.choice, Quot.sound]
'CrystallographicRestriction.least_dimension_order_five' depends on axioms: [propext, Classical.choice, Quot.sound]
```

## How the Lean statements correspond to lattice operations

The finite type `ι` labels the basis vectors, and `Fintype.card ι` is $n$. `HasComplexEigenvalue` is the eigenvector condition, with the integer entries read as complex numbers. `IsPrimitiveRoot z m` fixes the exact order of $z$, and `orderOf A` is the order of the matrix under multiplication.

`hasComplexEigenvalue_iff` is the determinant step, `cyclotomic_dvd_charpoly` the divisibility, and `totient_le_dimension` the degree comparison. In `three_dimensional_restriction`, `interval_cases` runs through the finitely many values left by the inequalities.

`eigenvalue_of_prime_power_order` moves $A$ to rational matrices through the injective map `f`; `huv` is the coprimality identity, evaluated at the matrix to contradict `hne`. The two order bounds follow from it. For `fiveFold`, Lean multiplies the matrices explicitly instead of following the basis vectors. `least_dimension_order_five` combines this example with the prime-order bound.

## Eigenvalues versus orders

The three-dimensional theorem restricts eigenvalues; it does not state a list of possible matrix orders. The order bounds cover prime powers only, and $\varphi(m)\le n$ does fail for general orders $m$: a block-diagonal matrix with blocks of order 3 (size 2) and order 5 (size 4) has order 15 in dimension 6, although $\varphi(15)=8$.

The theorems concern exact integer matrices. They do not treat translations or the rounding of measured or relaxed coordinates to a lattice. In a primitive lattice basis the matrix of a crystal symmetry's linear part always has integer entries. In the basis of a supercell it can have fractional entries, but its eigenvalues are the same, so the restriction on them still holds.
